# iσy intertwines the spin-½ matrices ±1, ±iσx, ±iσy and ±iσz with their complex conjugates

The eight matrices ±1, ±iσx, ±iσy and ±iσz act on a single spin ½ as rotations by 0 or 2π, and by π either way about the three coordinate axes. The theorem `conjugate_intertwined` states that each such matrix g satisfies (iσy) g* = g (iσy), where g* is the complex conjugate taken entry by entry, without transposing. In physical terms, these rotations commute with spin-½ time reversal, written as iσy times complex conjugation. The attempt takes the eight matrices in turn and asks `simp` to check the four entries of each matrix equation.

As first written in Lean, the proof fails:

```lean
import Mathlib

open Matrix

namespace ConjugateIntertwined

noncomputable section

/-- The Pauli matrix `σx`. -/
def pauliX : Matrix (Fin 2) (Fin 2) ℂ := !![0, 1; 1, 0]

/-- The Pauli matrix `σy`. -/
def pauliY : Matrix (Fin 2) (Fin 2) ℂ := !![0, -Complex.I; Complex.I, 0]

/-- The Pauli matrix `σz`. -/
def pauliZ : Matrix (Fin 2) (Fin 2) ℂ := !![1, 0; 0, -1]

/-- The matrix `i σx`. -/
def unitX : Matrix (Fin 2) (Fin 2) ℂ := Complex.I • pauliX

/-- The matrix `i σy`. -/
def unitY : Matrix (Fin 2) (Fin 2) ℂ := Complex.I • pauliY

/-- The matrix `i σz`. -/
def unitZ : Matrix (Fin 2) (Fin 2) ℂ := Complex.I • pauliZ

/-- The set of the matrices `±1`, `±i σx`, `±i σy`, `±i σz`. -/
def spinGroup : Set (Matrix (Fin 2) (Fin 2) ℂ) :=
  {1, -1, unitX, -unitX, unitY, -unitY, unitZ, -unitZ}

/-- The matrix `i σy` intertwines each of the eight matrices with its complex conjugate. -/
theorem conjugate_intertwined {g : Matrix (Fin 2) (Fin 2) ℂ} (hg : g ∈ spinGroup) :
    unitY * g.map (starRingEnd ℂ) = g * unitY := by
  simp only [spinGroup, Set.mem_insert_iff, Set.mem_singleton_iff] at hg
  rcases hg with rfl | rfl | rfl | rfl | rfl | rfl | rfl | rfl <;>
  · ext i j
    fin_cases i <;> fin_cases j <;>
      simp [unitX, unitY, unitZ, pauliX, pauliY, pauliZ, Matrix.mul_apply, Fin.sum_univ_succ]

end

end ConjugateIntertwined
```

Lean reports:

```
Main.lean:36:2: error: unsolved goals
case inl.«0».«1»
⊢ 1 (Fin.succ 0) 1 = 1

case inl.«1».«0»
⊢ 1 = 1 1 (Fin.succ 0)
Main.lean:36:2: error: unsolved goals
case inr.inl.«0».«1»
⊢ (starRingEnd ℂ) (1 (Fin.succ 0) 1) = 1

case inr.inl.«1».«0»
⊢ 1 = 1 1 (Fin.succ 0)
```

The two messages concern g = 1 and g = −1, each at the two off-diagonal entries of the equation. What remains in every goal is a diagonal entry of the identity matrix, such as `1 (Fin.succ 0) 1`, which is equal to 1 but which `simp` has not evaluated.

The awkward index comes from `Fin.sum_univ_succ`, which splits the sum in the matrix product into a term at `0` and a term at `Fin.succ 0`. The latter index is equal to `1` but written differently, and `simp` did not recognise the two as the same here, so it did not reduce the entry to 1.

The repair replaces that lemma with `Fin.sum_univ_two`, which writes the two terms directly at `0` and `1`. It also adds `Matrix.one_apply`, which expresses an entry of the identity matrix as 1 if its indices are equal and 0 otherwise, a test `simp` can settle for these literals. The messages do not show whether either change would have been enough alone.

The mended proof, as a diff:

```diff
@@ -36,5 +36,6 @@
   · ext i j
     fin_cases i <;> fin_cases j <;>
-      simp [unitX, unitY, unitZ, pauliX, pauliY, pauliZ, Matrix.mul_apply, Fin.sum_univ_succ]
+      simp [unitX, unitY, unitZ, pauliX, pauliY, pauliZ, Matrix.mul_apply, Fin.sum_univ_two,
+        Matrix.one_apply]
 
 end
```
